# Löwdin's one-particle transition formula for determinants with invertible orbital overlap

Take two fermions. Let $a_p^\dagger$ create a particle in mode $p$ of a finite orthonormal set, let $\Omega$ be the unit vacuum, and write $a^\dagger(f)=\sum_p f_p a_p^\dagger$ for an orbital $f$. For $\Phi=a^\dagger(u_0)a^\dagger(u_1)\Omega$ and $\Psi=a^\dagger(v_0)a^\dagger(v_1)\Omega$, an annihilator removes either orbital:

$$a_q\Psi=(v_0)_q\,a^\dagger(v_1)\Omega-(v_1)_q\,a^\dagger(v_0)\Omega .$$

The same holds for $a_p\Phi$. With $S_{ij}=\langle u_i,v_j\rangle=\sum_p\overline{(u_i)_p}(v_j)_p$, the inner product $\langle a_p\Phi,a_q\Psi\rangle$ is

$$\overline{(u_0)_p}(v_0)_qS_{11}-\overline{(u_0)_p}(v_1)_qS_{10}-\overline{(u_1)_p}(v_0)_qS_{01}+\overline{(u_1)_p}(v_1)_qS_{00}.$$

The signed entries of $S$ are those of its adjugate, which equals $\det S\cdot S^{-1}$ when $S$ is invertible.

## The identity for n orbitals

For $\Phi=a^\dagger(u_0)\cdots a^\dagger(u_{n-1})\Omega$, $\Psi=a^\dagger(v_0)\cdots a^\dagger(v_{n-1})\Omega$ and $\det S\neq0$,

$$\langle\Phi,a_p^\dagger a_q\Psi\rangle=\det S\sum_{i,j}(v_j)_q\,(S^{-1})_{ji}\,\overline{(u_i)_p}.$$

Let $U$ and $V$ have the orbitals $u_i$ and $v_j$ as columns. Dividing by $\langle\Phi,\Psi\rangle=\det S$ gives the matrix $\gamma=VS^{-1}U^\dagger$, with row index $q$ and column index $p$.

## Mixed estimators and non-orthogonal configuration interaction

Auxiliary-field quantum Monte Carlo evaluates this $\gamma$ as the one-body mixed estimator between a trial determinant and a walker, and non-orthogonal configuration interaction needs the unnormalised elements $\langle\Phi,a_p^\dagger a_q\Psi\rangle$ for the one-body part of its Hamiltonian matrix; the formula covers single determinants over finitely many orthonormal modes. In exact arithmetic $\gamma^2=\gamma$ and $\operatorname{tr}\gamma=n$, which gives two inexpensive checks on an implementation. For coefficients in a non-orthogonal atomic basis, the formulas apply as written after transformation to an orthonormal one.

## From anticommutation to the inverse overlap

The mixed anticommutator $a_pa_q^\dagger+a_q^\dagger a_p=\delta_{pq}$, multiplied by $f_q$ and summed over $q$, gives

$$a_p\,a^\dagger(f)x=f_p\,x-a^\dagger(f)\,a_p x .$$

Let $\Psi^{(j)}$ be $\Psi$ with $v_j$ removed, and $\Phi^{(i)}$ be $\Phi$ with $u_i$ removed. For $n\ge1$,

$$a_p\Psi=\sum_{j=0}^{n-1}(-1)^j(v_j)_p\Psi^{(j)} .$$

For $n=1$ this follows from $a_p\Omega=0$. For larger $n$, write $\Psi=a^\dagger(v_0)\Psi^{(0)}$, so that $a_p\Psi=(v_0)_p\Psi^{(0)}-a^\dagger(v_0)a_p\Psi^{(0)}$. The induction hypothesis expands the last factor. There $v_{j+1}$ stands in position $j$ and carries $(-1)^j$; the minus sign makes this $(-1)^{j+1}$, and $a^\dagger(v_0)$ restores the first orbital.

For the overlap, move the leftmost creator of $\Phi$ across the inner product:

$$\langle\Phi,\Psi\rangle=\sum_p\overline{(u_0)_p}\langle\Phi^{(0)},a_p\Psi\rangle=\sum_j(-1)^jS_{0j}\langle\Phi^{(0)},\Psi^{(j)}\rangle .$$

By induction the last factor is the minor of $S$ without row $0$ and column $j$, so this is the Laplace expansion of $\det S$. The induction starts at $n=0$, where both sides are $1$.

Finally, with $S^{(i,j)}$ denoting $S$ without row $i$ and column $j$,

$$\langle\Phi,a_p^\dagger a_q\Psi\rangle=\langle a_p\Phi,a_q\Psi\rangle=\sum_{i,j}(-1)^{i+j}\overline{(u_i)_p}(v_j)_q\det S^{(i,j)} .$$

Here $(-1)^{i+j}\det S^{(i,j)}=(\operatorname{adj}S)_{ji}$. No inverse has been used, so the expression holds for singular $S$ too. For $n=0$ both sides vanish. If $\det S\ne0$, substituting $\operatorname{adj}S=\det S\cdot S^{-1}$ gives the identity.

The matrix properties follow from $U^\dagger V=S$:

$$\gamma^2=VS^{-1}(U^\dagger V)S^{-1}U^\dagger=\gamma,\qquad \operatorname{tr}\gamma=\operatorname{tr}(U^\dagger VS^{-1})=n .$$

## The Lean file

```lean
import Mathlib

open scoped InnerProductSpace ComplexConjugate Matrix

namespace LowdinTransition

noncomputable section

variable {P H : Type*} [Fintype P] [DecidableEq P]
  [NormedAddCommGroup H] [InnerProductSpace ℂ H]

/-- Annihilators `a p` and creators `ad p` that are mutually adjoint and obey the mixed
anticommutation relation, with a unit vacuum `Ω` killed by every annihilator. -/
structure IsFermiVacuum (a ad : P → H →ₗ[ℂ] H) (Ω : H) : Prop where
  car : ∀ p q x, a p (ad q x) + ad q (a p x) = if p = q then x else 0
  adj : ∀ p x y, ⟪ad p x, y⟫_ℂ = ⟪x, a p y⟫_ℂ
  vac : ∀ p, a p Ω = 0
  unit : ⟪Ω, Ω⟫_ℂ = 1

/-- The creator of a particle in the orbital `f`, the sum of `f p` times `ad p`. -/
def create (ad : P → H →ₗ[ℂ] H) (f : P → ℂ) : H →ₗ[ℂ] H := ∑ p, f p • ad p

/-- The determinant state obtained by applying the creators of the orbitals
`v 0, v 1, …` to the vacuum, with `v 0` leftmost. -/
def slater (ad : P → H →ₗ[ℂ] H) (Ω : H) : (n : ℕ) → (Fin n → P → ℂ) → H
  | 0, _ => Ω
  | n + 1, v => create ad (v 0) (slater ad Ω n (fun i => v i.succ))

/-- The matrix of inner products between two sets of orbitals. -/
def overlap {n : ℕ} (u v : Fin n → P → ℂ) : Matrix (Fin n) (Fin n) ℂ :=
  Matrix.of fun i j => ∑ p, conj (u i p) * v j p

/-- The coefficient matrix whose columns are the orbitals. -/
def orbitals {n : ℕ} (v : Fin n → P → ℂ) : Matrix P (Fin n) ℂ :=
  Matrix.of fun p j => v j p

/-- The one-particle transition density matrix between two states, divided by
their overlap. -/
def transitionDensity (a ad : P → H →ₗ[ℂ] H) (Φ Ψ : H) : Matrix P P ℂ :=
  Matrix.of fun q p => ⟪Φ, ad p (a q Ψ)⟫_ℂ / ⟪Φ, Ψ⟫_ℂ

variable {a ad : P → H →ₗ[ℂ] H} {Ω : H}

/-- Moving an annihilator through the creator of an orbital leaves the orbital's
amplitude in that mode and reverses the sign of the remaining term. -/
theorem annihilate_create (h : IsFermiVacuum a ad Ω) (p : P) (f : P → ℂ) (x : H) :
    a p (create ad f x) = f p • x - create ad f (a p x) := by
  have hc : ∀ q, a p (ad q x) = (if p = q then x else 0) - ad q (a p x) :=
    fun q => eq_sub_of_add_eq (h.car p q x)
  simp only [create, LinearMap.sum_apply, LinearMap.smul_apply, map_sum, map_smul, hc,
    smul_sub, Finset.sum_sub_distrib]
  simp [smul_ite]

/-- An annihilator acting on a determinant removes each orbital in turn, with alternating
sign and weighted by that orbital's amplitude in the mode. -/
theorem annihilate_slater (h : IsFermiVacuum a ad Ω) (p : P) (n : ℕ)
    (v : Fin (n + 1) → P → ℂ) :
    a p (slater ad Ω (n + 1) v) =
      ∑ j : Fin (n + 1),
        ((-1 : ℂ) ^ (j : ℕ) * v j p) • slater ad Ω n (fun i => v (j.succAbove i)) := by
  induction n with
  | zero => simp [slater, annihilate_create h, h.vac]
  | succ n ih =>
    conv_rhs => rw [Fin.sum_univ_succ]
    rw [slater, annihilate_create h, ih, map_sum, sub_eq_add_neg, ← Finset.sum_neg_distrib]
    congr 1
    · simp
    · refine Finset.sum_congr rfl fun j _ => ?_
      -- the first orbital survives the removal of a later one
      rw [slater, map_smul, ← neg_smul]
      simp only [Fin.succ_succAbove_zero, Fin.succ_succAbove_succ, Fin.val_succ]
      congr 1
      ring

/-- The inner product of two determinants is the determinant of their orbital overlaps. -/
theorem inner_slater (h : IsFermiVacuum a ad Ω) (n : ℕ) (u v : Fin n → P → ℂ) :
    ⟪slater ad Ω n u, slater ad Ω n v⟫_ℂ = (overlap u v).det := by
  induction n with
  | zero =>
    rw [Matrix.det_isEmpty]
    exact h.unit
  | succ n ih =>
    have hu : slater ad Ω (n + 1) u =
      ∑ p, u 0 p • ad p (slater ad Ω n (fun i => u i.succ)) := by
      simp [slater, create, LinearMap.sum_apply]
    rw [hu, Matrix.det_succ_row_zero]
    simp only [sum_inner, inner_smul_left, h.adj, annihilate_slater h, inner_sum,
      inner_smul_right, ih, Finset.mul_sum]
    -- exchange modes and orbitals to recognise the Laplace expansion
    rw [Finset.sum_comm]
    refine Finset.sum_congr rfl fun j _ => ?_
    have e : (overlap u v).submatrix Fin.succ j.succAbove =
      overlap (fun i => u i.succ) (fun i => v (j.succAbove i)) := rfl
    have e0 : overlap u v 0 j = ∑ p, conj (u 0 p) * v j p := rfl
    rw [e, e0, Finset.mul_sum, Finset.sum_mul]
    exact Finset.sum_congr rfl fun p _ => by ring

/-- The one-particle transition element between two determinants, expressed through the
adjugate of the overlap matrix, for any overlap matrix, singular or not. -/
theorem transition_adjugate (h : IsFermiVacuum a ad Ω) (n : ℕ) (u v : Fin n → P → ℂ)
    (p q : P) :
    ⟪slater ad Ω n u, ad p (a q (slater ad Ω n v))⟫_ℂ =
      ∑ i, ∑ j, v j q * (overlap u v).adjugate j i * conj (u i p) := by
  cases n with
  | zero => simp [slater, h.vac]
  | succ n =>
    -- let the creator act to the left as an annihilator
    rw [← inner_conj_symm, h.adj, inner_conj_symm, annihilate_slater h,
      annihilate_slater h, sum_inner]
    refine Finset.sum_congr rfl fun i _ => ?_
    rw [inner_sum]
    refine Finset.sum_congr rfl fun j _ => ?_
    have e : overlap (fun k => u (i.succAbove k)) (fun k => v (j.succAbove k)) =
      (overlap u v).submatrix i.succAbove j.succAbove := rfl
    rw [inner_smul_left, inner_smul_right, inner_slater h, e,
      Matrix.adjugate_fin_succ_eq_det_submatrix]
    simp only [map_mul, map_pow, map_neg, map_one, pow_add]
    ring

/-- Löwdin's formula: for determinants with invertible orbital overlap `S`, the one-particle
transition element is `det S` times the contraction of the orbitals with `S⁻¹`. -/
theorem lowdin_transition (h : IsFermiVacuum a ad Ω) {n : ℕ} (u v : Fin n → P → ℂ)
    (hS : (overlap u v).det ≠ 0) (p q : P) :
    ⟪slater ad Ω n u, ad p (a q (slater ad Ω n v))⟫_ℂ =
      (overlap u v).det * ∑ i, ∑ j, v j q * (overlap u v)⁻¹ j i * conj (u i p) := by
  have hadj : ∀ i j, (overlap u v).adjugate j i =
      (overlap u v).det * (overlap u v)⁻¹ j i := fun i j => by
    rw [Matrix.inv_def, Matrix.smul_apply, smul_eq_mul, Ring.inverse_eq_inv',
      ← mul_assoc, mul_inv_cancel₀ hS, one_mul]
  simp only [transition_adjugate h, hadj, Finset.mul_sum]
  exact Finset.sum_congr rfl fun i _ => Finset.sum_congr rfl fun j _ => by ring

/-- The normalised transition density matrix is the product of the right orbitals, the
inverse overlap matrix and the adjoint of the left orbitals. -/
theorem transitionDensity_eq (h : IsFermiVacuum a ad Ω) {n : ℕ} (u v : Fin n → P → ℂ)
    (hS : (overlap u v).det ≠ 0) :
    transitionDensity a ad (slater ad Ω n u) (slater ad Ω n v) =
      orbitals v * (overlap u v)⁻¹ * (orbitals u)ᴴ := by
  ext q p
  simp only [transitionDensity, Matrix.of_apply]
  rw [lowdin_transition h u v hS, inner_slater h, mul_div_cancel_left₀ _ hS]
  simp only [Matrix.mul_apply, orbitals, Matrix.of_apply, Matrix.conjTranspose_apply,
    Finset.sum_mul, starRingEnd_apply]

/-- The normalised transition density matrix between two `n`-particle determinants with
invertible overlap matrix is idempotent and has trace `n`. -/
theorem transitionDensity_projector (h : IsFermiVacuum a ad Ω) {n : ℕ}
    (u v : Fin n → P → ℂ) (hS : (overlap u v).det ≠ 0) :
    let γ := transitionDensity a ad (slater ad Ω n u) (slater ad Ω n v)
    γ * γ = γ ∧ γ.trace = n := by
  have ho : (orbitals u)ᴴ * orbitals v = overlap u v := by
    ext i j
    simp only [Matrix.mul_apply, orbitals, overlap, Matrix.of_apply,
      Matrix.conjTranspose_apply, starRingEnd_apply]
  have hi : overlap u v * (overlap u v)⁻¹ = 1 :=
    Matrix.mul_nonsing_inv _ (isUnit_iff_ne_zero.2 hS)
  intro γ
  have hγ : γ = orbitals v * (overlap u v)⁻¹ * (orbitals u)ᴴ := transitionDensity_eq h u v hS
  rw [hγ]
  constructor
  · -- the inner pair of orbital matrices is the overlap and cancels one inverse
    calc _ = orbitals v * (overlap u v)⁻¹ *
          (((orbitals u)ᴴ * orbitals v) * (overlap u v)⁻¹) * (orbitals u)ᴴ := by
          simp only [Matrix.mul_assoc]
      _ = _ := by rw [ho, hi, Matrix.mul_one]
  · rw [Matrix.trace_mul_comm, ← Matrix.mul_assoc, ho, hi, Matrix.trace_one, Fintype.card_fin]

/-- Annihilators of two modes on `ℂ⁴`, in the basis of occupations 00, 10, 01, 11. -/
def lower (p : Fin 2) : EuclideanSpace ℂ (Fin 4) →ₗ[ℂ] EuclideanSpace ℂ (Fin 4) where
  toFun x := if p = 0 then !₂[x 1, 0, x 3, 0] else !₂[x 2, -x 3, 0, 0]
  map_add' x y := by
    ext i
    fin_cases p <;> fin_cases i <;> simp
    ring
  map_smul' c x := by ext i; fin_cases p <;> fin_cases i <;> simp

/-- Creators of two modes on `ℂ⁴`, in the basis of occupations 00, 10, 01, 11. -/
def raise (p : Fin 2) : EuclideanSpace ℂ (Fin 4) →ₗ[ℂ] EuclideanSpace ℂ (Fin 4) where
  toFun x := if p = 0 then !₂[0, x 0, 0, x 2] else !₂[0, 0, x 0, -x 1]
  map_add' x y := by
    ext i
    fin_cases p <;> fin_cases i <;> simp
    ring
  map_smul' c x := by ext i; fin_cases p <;> fin_cases i <;> simp

/-- The two explicit modes on `ℂ⁴`, with the first basis vector as vacuum, satisfy all the
relations required of `IsFermiVacuum`. -/
theorem isFermiVacuum_witness : IsFermiVacuum lower raise !₂[(1 : ℂ), 0, 0, 0] where
  car p q x := by
    ext i
    fin_cases p <;> fin_cases q <;> fin_cases i <;> simp [lower, raise]
  adj p x y := by
    fin_cases p <;> simp [lower, raise, PiLp.inner_apply, Fin.sum_univ_four]
  vac p := by
    ext i
    fin_cases p <;> fin_cases i <;> simp [lower]
  unit := by
    simp only [PiLp.inner_apply, Fin.sum_univ_four]
    simp

end

end LowdinTransition
```

```lean
#print axioms LowdinTransition.lowdin_transition
-- 'LowdinTransition.lowdin_transition' depends on axioms: [propext, Classical.choice, Quot.sound]
#print axioms LowdinTransition.transitionDensity_projector
-- 'LowdinTransition.transitionDensity_projector' depends on axioms: [propext, Classical.choice, Quot.sound]
```

## What the hypotheses say about the physics

`P` labels the modes and `H` is the state space, a complex inner product space whose inner product is conjugate-linear in its first argument. `IsFermiVacuum a ad Ω` collects the physical assumptions: the mixed anticommutator, mutual adjointness, and a normalised vacuum killed by every annihilator. The relations $\{a_p,a_q\}=0$ are not assumed, because the derivation never uses them. `isFermiVacuum_witness` supplies a two-mode example on $\mathbb C^4$, where the second mode acquires a minus sign when the first is occupied.

`slater` fixes the operator order, with orbital $0$ leftmost in both states. The orbitals within each set need not be orthonormal, so the states are generally unnormalised. For normalised states, divide the element by $\sqrt{\det(U^\dagger U)\det(V^\dagger V)}$. `transitionDensity` divides by $\langle\Phi,\Psi\rangle$ instead.

The hypothesis `hS` says that $\det S\neq0$, which means physically that the two determinants are not orthogonal. For orthogonal ones, `transition_adjugate` still gives the unnormalised element. Two-particle elements, superpositions of determinants and rounding error near a singular $S$ are not treated.

## How the lemmas follow the derivation

`annihilate_create` is the anticommutation step, and `annihilate_slater` is the induction that removes one orbital at a time. `inner_slater` exchanges the sums over modes and orbitals to reach Mathlib's expansion along row zero, `Matrix.det_succ_row_zero`.

In `transition_adjugate`, conjugate symmetry and `h.adj` turn the creator into an annihilator on the left state; the remaining minors are then identified with adjugate entries. `lowdin_transition` replaces the adjugate using `hS`. `transitionDensity_eq` puts the result in matrix form, and `transitionDensity_projector` cancels $U^\dagger V$ against $S^{-1}$, using cyclicity for the trace.

## A concrete Fock space as the alternative

The state space could also be built explicitly as the exterior algebra of the one-particle space, with determinants as wedge products. The operator relations would then be theorems about that construction, and no separate example would be needed. In exchange, its inner product and adjoints would have to be constructed first, and applying the result to a qubit representation would require an explicit identification of the two spaces. With the abstract hypotheses, it is enough to verify the four fields of `IsFermiVacuum` in the representation at hand.
